# A Dirac half-plane with wall spinor (cos(t/2), i sin(t/2)) has a decaying edge state exactly when E = k sin t + m cos t and m sin t > k cos t

An electron obeys a two-dimensional Dirac equation on the half-plane x ≥ 0, and the question is at which energies it can be bound to the edge. The answer depends on the wall, which is modelled here by one real angle t: at x = 0 the spinor must be a nonzero multiple of

c = (C, iS), C = cos(t/2), S = sin(t/2).

This condition stands for a wall that no current crosses, since c†σ_x c = 0. Deriving t from the atomic structure of a real edge is a separate step, which the hypotheses leave open.

For a single non-interacting valley with uniform mass m, the result gives the energy E of the edge branch in a k·p envelope-function model and the momenta k along the edge at which it exists.

```lean
import Mathlib

open Matrix Complex Filter Topology Set

namespace DiracHalfLineEdge

noncomputable section
```

## The Dirac equation and its wall

Units are ħ = velocity = 1. A plane wave exp(iky) along the edge leaves the equation

(−iσ_x d/dx + kσ_y + mσ_z)ψ = Eψ.

Here k is the real edge momentum, and m is a real mass term in energy units; the bulk gap is 2|m|. `diracAction` takes the spinor φ and its derivative v as separate arguments.

```lean
/-- The Dirac Hamiltonian `-i σ_x d/dx + k σ_y + m σ_z` at one point, acting on a spinor `φ`
whose derivative there is `v`. -/
def diracAction (k m : ℝ) (v φ : Fin 2 → ℂ) : Fin 2 → ℂ :=
  (-I) • (!![0, 1; 1, 0] *ᵥ v) +
    ((k : ℂ) • !![0, -I; I, 0] + (m : ℂ) • !![1, 0; 0, -1]) *ᵥ φ
```

A solution satisfies this equation at every x ≥ 0. `HasDerivWithinAt` with `Ici 0` makes the derivative one-sided at the wall. The energy E may be complex, so its reality will be a conclusion.

```lean
/-- `ψ` solves the Dirac equation with energy `E` on the half line `x ≥ 0`, with a one-sided
derivative at the wall. -/
def SolvesDirac (k m : ℝ) (E : ℂ) (ψ : ℝ → Fin 2 → ℂ) : Prop :=
  ∀ x : ℝ, 0 ≤ x → ∃ v, HasDerivWithinAt ψ v (Ici 0) x ∧ diracAction k m v (ψ x) = E • ψ x
```

The spinor c is normalised, because C² + S² = 1.

```lean
/-- The spinor `(cos(t/2), i sin(t/2))` selected by the wall. -/
def edgeSpinor (t : ℝ) : Fin 2 → ℂ :=
  ![((Real.cos (t / 2) : ℝ) : ℂ), I * ((Real.sin (t / 2) : ℝ) : ℂ)]
```

Two combinations of k, m and t recur:

ε = k sin t + m cos t
κ = m sin t − k cos t.

They are `edgeEnergy` and `edgeDecay`. The latter is an inverse decay length only when it is positive.

```lean
/-- The edge dispersion `k sin t + m cos t`. -/
def edgeEnergy (k m t : ℝ) : ℝ := k * Real.sin t + m * Real.cos t

/-- The real number `m sin t - k cos t`, which is an inverse decay length when it is positive. -/
def edgeDecay (k m t : ℝ) : ℝ := m * Real.sin t - k * Real.cos t
```

The trial state is exp(−qx)c with real q.

```lean
/-- The exponential envelope `exp(-q x)`. -/
def envelope (q x : ℝ) : ℂ := ((Real.exp (-q * x) : ℝ) : ℂ)

/-- The exponential envelope times the edge spinor. -/
def edgeState (q t x : ℝ) : Fin 2 → ℂ := envelope q x • edgeSpinor t
```

The last definition is the Wronskian of the two components of one solution, W = ψ₀ψ₁′ − ψ₁ψ₀′, with the derivatives already replaced by means of the Dirac equation.

```lean
/-- The expression `ψ₀ ψ₁' - ψ₁ ψ₀'`, with the derivatives taken from the Dirac equation. -/
def wronskian (k m : ℝ) (E : ℂ) (φ : Fin 2 → ℂ) : ℂ :=
  φ 0 * (I * (E - m) * φ 0 - k * φ 1) - φ 1 * (k * φ 0 + I * (E + m) * φ 1)
```

## Two balance equations for the wall spinor

The angle-difference formulas give

εC + κS = k(C sin t − S cos t) + m(C cos t + S sin t) = kS + mC
εS − κC = k(S sin t + C cos t) + m(S cos t − C sin t) = kC − mS.

Lean reaches the same identities by writing sin t and cos t in terms of t/2. `linear_combination` then closes each one with a multiple of C² + S² = 1.

```lean
/-- The edge spinor has components `C` and `i S` with `C² + S² = 1`, and these satisfy the two
balance equations between energy, decay, momentum and mass. -/
theorem edge_balance (k m t : ℝ) : ∃ C S : ℂ, edgeSpinor t 0 = C ∧ edgeSpinor t 1 = I * S ∧
    C ^ 2 + S ^ 2 = 1 ∧
    edgeEnergy k m t * C = -edgeDecay k m t * S + k * S + m * C ∧
    edgeEnergy k m t * S = edgeDecay k m t * C + k * C - m * S := by
  have hN := Real.cos_sq_add_sin_sq (t / 2)
  have hs := Real.sin_two_mul (t / 2)
  have hc := Real.cos_two_mul (t / 2)
  rw [show 2 * (t / 2) = t by ring] at hs hc
  have i1 : edgeEnergy k m t * Real.cos (t / 2) = -edgeDecay k m t * Real.sin (t / 2)
      + k * Real.sin (t / 2) + m * Real.cos (t / 2) := by
    unfold edgeEnergy edgeDecay
    rw [hs, hc]
    linear_combination (2 * m * Real.cos (t / 2)) * hN
  have i2 : edgeEnergy k m t * Real.sin (t / 2) = edgeDecay k m t * Real.cos (t / 2)
      + k * Real.cos (t / 2) - m * Real.sin (t / 2) := by
    unfold edgeEnergy edgeDecay
    rw [hs, hc]
    linear_combination (2 * k * Real.cos (t / 2)) * hN
  exact ⟨((Real.cos (t / 2) : ℝ) : ℂ), ((Real.sin (t / 2) : ℝ) : ℂ), rfl, rfl,
    by exact_mod_cast hN, by exact_mod_cast i1, by exact_mod_cast i2⟩
```

## A traceless first-order system

The two rows of the eigenvalue equation are

−iψ₁′ − ikψ₁ + mψ₀ = Eψ₀
−iψ₀′ + ikψ₀ − mψ₁ = Eψ₁.

Solving for the derivatives gives

ψ₀′ = kψ₀ + i(E + m)ψ₁
ψ₁′ = i(E − m)ψ₀ − kψ₁.

```lean
/-- The Dirac eigenvalue equation is equivalent to a first-order system for the two spinor
components. -/
theorem diracAction_eq_iff (k m : ℝ) (E : ℂ) (v φ : Fin 2 → ℂ) :
    diracAction k m v φ = E • φ ↔
      v 0 = k * φ 0 + I * (E + m) * φ 1 ∧ v 1 = I * (E - m) * φ 0 - k * φ 1 := by
  have h0 : diracAction k m v φ 0 = m * φ 0 - I * (v 1 + k * φ 1) := by
    simp [diracAction, dotProduct, Fin.sum_univ_two]
    ring
  have h1 : diracAction k m v φ 1 = I * (k * φ 0 - v 0) - m * φ 1 := by
    simp [diracAction, dotProduct, Fin.sum_univ_two]
    ring
  constructor
  · intro h
    have e0 : _ = E * φ 0 := h0.symm.trans (congrFun h 0)
    have e1 : _ = E * φ 1 := h1.symm.trans (congrFun h 1)
    exact ⟨by linear_combination I * e1 + (v 0 - k * φ 0) * I_sq,
      by linear_combination I * e0 + (v 1 + k * φ 1) * I_sq⟩
  · rintro ⟨a, b⟩
    refine funext (Fin.forall_fin_two.mpr ⟨?_, ?_⟩)
    · show diracAction k m v φ 0 = E * φ 0
      rw [h0, b]
      linear_combination (-(E - m) * φ 0) * I_sq
    · show diracAction k m v φ 1 = E * φ 1
      rw [h1, a]
      linear_combination (-(E + m) * φ 1) * I_sq
```

The same system therefore holds for the components of any solution on the half line.

```lean
/-- The components of a solution obey the first-order system on the half line. -/
theorem SolvesDirac.components {k m : ℝ} {E : ℂ} {ψ : ℝ → Fin 2 → ℂ}
    (h : SolvesDirac k m E ψ) {x : ℝ} (hx : 0 ≤ x) :
    HasDerivWithinAt (fun y => ψ y 0) (k * ψ x 0 + I * (E + m) * ψ x 1) (Ici 0) x ∧
    HasDerivWithinAt (fun y => ψ y 1) (I * (E - m) * ψ x 0 - k * ψ x 1) (Ici 0) x := by
  obtain ⟨v, hv, he⟩ := h x hx
  obtain ⟨e0, e1⟩ := (diracAction_eq_iff k m E v (ψ x)).mp he
  rw [← e0, ← e1]
  exact ⟨hasDerivWithinAt_pi.mp hv 0, hasDerivWithinAt_pi.mp hv 1⟩
```

Two facts from calculus are needed: a function with zero derivative on x ≥ 0 keeps its wall value, and exp(−qx) has derivative −q exp(−qx).

```lean
/-- A function with zero derivative on the half line keeps its value at the wall. -/
theorem eq_wall_value {f : ℝ → ℂ} (h : ∀ x, 0 ≤ x → HasDerivWithinAt f 0 (Ici 0) x)
    {x : ℝ} (hx : 0 ≤ x) : f x = f 0 :=
  constant_of_has_deriv_right_zero
    (fun y hy => (h y hy.1).continuousWithinAt.mono Icc_subset_Ici_self)
    (fun y hy => (h y hy.1).mono (Ici_subset_Ici.mpr hy.1)) x ⟨hx, le_rfl⟩

/-- The envelope `exp(-q x)` has derivative `-q exp(-q x)`. -/
theorem hasDerivAt_envelope (q x : ℝ) : HasDerivAt (envelope q) (-q * envelope q x) x := by
  have h : HasDerivAt (fun y : ℝ => Real.exp (-q * y)) (-q * Real.exp (-q * x)) x :=
    ((hasDerivAt_id' x).const_mul (-q)).exp.congr_deriv (by ring)
  have h' := h.ofReal_comp
  rw [ofReal_mul, ofReal_neg] at h'
  exact h'
```

## The wall fixes the energy

Differentiating the system once more gives ψⱼ″ = (k² + m² − E²)ψⱼ for j = 0, 1. Hence

W′ = ψ₀ψ₁″ − ψ₁ψ₀″ = 0.

If ψ → 0 as x → ∞, then W → 0, so W vanishes everywhere. At the wall ψ(0) = Ac with A ≠ 0, and

W(0) = iA²[E − m(C² − S²) − 2kCS] = iA²(E − ε).

Therefore E = ε. In Lean, `key` differentiates the quadratic expression for W directly, and `tendsto_nhds_unique` equates its constant value with its limit.

```lean
/-- A decaying solution that starts at the wall as a nonzero multiple of the edge spinor has
energy `k sin t + m cos t`. -/
theorem energy_of_decay {k m t : ℝ} {E A : ℂ} {ψ : ℝ → Fin 2 → ℂ} (h : SolvesDirac k m E ψ)
    (hA : A ≠ 0) (hw : ψ 0 = A • edgeSpinor t) (hlim : Tendsto ψ atTop (𝓝 0)) :
    E = edgeEnergy k m t := by
  obtain ⟨C, S, c0, c1, hN, i1, i2⟩ := edge_balance k m t
  -- the Wronskian expression does not depend on position
  have key : ∀ y, 0 ≤ y → HasDerivWithinAt (fun y => wronskian k m E (ψ y)) 0 (Ici 0) y := by
    intro y hy
    obtain ⟨h0, h1⟩ := h.components hy
    exact ((h0.fun_mul ((h0.const_mul (I * (E - m))).fun_sub (h1.const_mul (k : ℂ)))).fun_sub
      (h1.fun_mul ((h0.const_mul (k : ℂ)).fun_add (h1.const_mul (I * (E + m)))))).congr_deriv
      (by ring)
  have hc : Tendsto (fun x => wronskian k m E (ψ x)) atTop (𝓝 (wronskian k m E (ψ 0))) :=
    tendsto_const_nhds.congr' (by
      filter_upwards [eventually_ge_atTop 0] with x hx
      exact (eq_wall_value key hx).symm)
  have hcont : Continuous (wronskian k m E) := by unfold wronskian; fun_prop
  -- it vanishes far from the wall, hence also at the wall
  have hz := tendsto_nhds_unique hc ((hcont.tendsto 0).comp hlim)
  rw [show wronskian k m E 0 = 0 by simp [wronskian], hw] at hz
  simp only [wronskian, Pi.smul_apply, smul_eq_mul, c0, c1] at hz
  have hp : I * A ^ 2 * (E - edgeEnergy k m t) = 0 := by
    linear_combination hz + (A ^ 2 * I * (E + m) * S ^ 2) * I_sq
      - I * A ^ 2 * ((E - edgeEnergy k m t) * hN + C * i1 + S * i2)
  exact sub_eq_zero.mp ((mul_eq_zero.mp hp).resolve_left (mul_ne_zero I_ne_zero (pow_ne_zero 2 hA)))
```

## The solution must be exponential

At E = ε, split ψ into its component along c and its component along the orthogonal spinor (iS, C):

a = Cψ₀ − iSψ₁
b = Cψ₁ − iSψ₀.

The system and the balance equations give

b′ = κb
a′ = −κa + 2iεb.

Since b(0) = 0 and b exp(−κx) is constant, b = 0. Then a exp(κx) is constant and a(0) = A, so a = A exp(−κx). Recombining,

ψ₀ = Ca + iSb
ψ₁ = iSa + Cb,

which is ψ = A exp(−κx)c. The code writes `d` for κ and `e` for ε; `hb` is the statement b = 0, and `ha'` is the formula for a.

```lean
/-- At energy `k sin t + m cos t`, a solution that equals `A` times the edge spinor at the wall is
`A exp(-q x)` times that spinor for every `x ≥ 0`, where `q = m sin t - k cos t`. -/
theorem eq_edgeState {k m t : ℝ} {A : ℂ} {ψ : ℝ → Fin 2 → ℂ}
    (h : SolvesDirac k m (edgeEnergy k m t) ψ) (hw : ψ 0 = A • edgeSpinor t)
    {x : ℝ} (hx : 0 ≤ x) : ψ x = A • edgeState (edgeDecay k m t) t x := by
  obtain ⟨C, S, c0, c1, hN, i1, i2⟩ := edge_balance k m t
  have p0 : ψ 0 0 = A * C := by rw [hw, ← c0]; rfl
  have p1 : ψ 0 1 = A * (I * S) := by rw [hw, ← c1]; rfl
  set d := edgeDecay k m t
  set e := edgeEnergy k m t
  -- the component orthogonal to the edge spinor stays zero
  have hb : ∀ y, 0 ≤ y → C * ψ y 1 - I * S * ψ y 0 = 0 := by
    have key : ∀ y, 0 ≤ y → HasDerivWithinAt
        (fun y => (C * ψ y 1 - I * S * ψ y 0) * envelope d y) 0 (Ici 0) y := by
      intro y hy
      obtain ⟨h0, h1⟩ := h.components hy
      refine (((h1.const_mul C).fun_sub (h0.const_mul (I * S))).fun_mul
        (hasDerivAt_envelope d y).hasDerivWithinAt).congr_deriv ?_
      linear_combination envelope d y *
        (I * ψ y 0 * i1 + ψ y 1 * i2 - S * (e + m) * ψ y 1 * I_sq)
    intro y hy
    have hy' : (C * ψ y 1 - I * S * ψ y 0) * envelope d y
        = (C * ψ 0 1 - I * S * ψ 0 0) * envelope d 0 := eq_wall_value key hy
    rw [p0, p1] at hy'
    exact (mul_eq_zero.mp (hy'.trans (by ring))).resolve_right
      (ofReal_ne_zero.mpr (Real.exp_ne_zero _))
  -- the component along the edge spinor is exponential
  have key : ∀ y, 0 ≤ y → HasDerivWithinAt
      (fun y => (C * ψ y 0 - I * S * ψ y 1) * envelope (-d) y) 0 (Ici 0) y := by
    intro y hy
    obtain ⟨h0, h1⟩ := h.components hy
    refine (((h0.const_mul C).fun_sub (h1.const_mul (I * S))).fun_mul
      (hasDerivAt_envelope (-d) y).hasDerivWithinAt).congr_deriv ?_
    rw [ofReal_neg]
    linear_combination envelope (-d) y * (2 * e * I * hb y hy
      + (e + m) * S * ψ y 0 * I_sq - ψ y 0 * i2 - I * ψ y 1 * i1)
  have ha : (C * ψ x 0 - I * S * ψ x 1) * envelope (-d) x
      = (C * ψ 0 0 - I * S * ψ 0 1) * envelope (-d) 0 := eq_wall_value key hx
  rw [p0, p1, show envelope (-d) 0 = 1 by simp [envelope]] at ha
  have hE : envelope (-d) x * envelope d x = 1 := by
    unfold envelope
    rw [← ofReal_mul, ← Real.exp_add]
    simp
  have ha' : C * ψ x 0 - I * S * ψ x 1 = A * envelope d x := by
    linear_combination envelope d x * ha - (C * ψ x 0 - I * S * ψ x 1) * hE
      + A * envelope d x * hN - A * envelope d x * S ^ 2 * I_sq
  refine funext (Fin.forall_fin_two.mpr ⟨?_, ?_⟩)
  · show ψ x 0 = A * (envelope d x * edgeSpinor t 0)
    rw [c0]
    linear_combination C * ha' + I * S * hb x hx - ψ x 0 * hN + ψ x 0 * S ^ 2 * I_sq
  · show ψ x 1 = A * (envelope d x * edgeSpinor t 1)
    rw [c1]
    linear_combination I * S * ha' + C * hb x hx - ψ x 1 * hN + ψ x 1 * S ^ 2 * I_sq
```

## Which exponentials solve the equation, and which decay

Inserting exp(−qx)c into the system gives

(E − m)C = (k − q)S
(E + m)S = (k + q)C.

C times the first plus S times the second gives E = ε. S times the first minus C times the second gives q = κ. Conversely, these values satisfy both equations by the balance equations. Lean obtains the forward direction by comparing two expressions for the derivative at the wall.

```lean
/-- The state `exp(-q x) c`, with `c` the edge spinor, solves the Dirac equation exactly when
`q = m sin t - k cos t` and `E = k sin t + m cos t`. -/
theorem edgeState_solves_iff (k m t q : ℝ) (E : ℂ) :
    SolvesDirac k m E (edgeState q t) ↔ q = edgeDecay k m t ∧ E = edgeEnergy k m t := by
  obtain ⟨C, S, c0, c1, hN, i1, i2⟩ := edge_balance k m t
  constructor
  · intro h
    obtain ⟨h0, h1⟩ := h.components le_rfl
    have U := uniqueDiffOn_Ici (0 : ℝ) 0 (mem_Ici.mpr le_rfl)
    have d (i : Fin 2) : HasDerivWithinAt (fun y => edgeState q t y i)
        (-q * envelope q 0 * edgeSpinor t i) (Ici 0) 0 :=
      ((hasDerivAt_envelope q 0).mul_const (edgeSpinor t i)).hasDerivWithinAt
    have g0 := (h0.derivWithin U).symm.trans ((d 0).derivWithin U)
    have g1 := (h1.derivWithin U).symm.trans ((d 1).derivWithin U)
    have n0 : envelope q 0 = 1 := by simp [envelope]
    simp only [edgeState, Pi.smul_apply, smul_eq_mul, c0, c1, n0, one_mul, mul_one] at g0 g1
    have r1 : (E - m) * C - k * S + q * S = 0 := by
      linear_combination -I * g1 + ((E - m) * C - k * S + q * S) * I_sq
    have r2 : k * C - (E + m) * S + q * C = 0 := by
      linear_combination g0 - (E + m) * S * I_sq
    have hq : (q : ℂ) = edgeDecay k m t := by
      linear_combination S * r1 + C * r2 - S * i1 + C * i2 - (q - edgeDecay k m t) * hN
    exact ⟨ofReal_injective hq, by
      linear_combination C * r1 - S * r2 - C * i1 - S * i2 - (E - edgeEnergy k m t) * hN⟩
  · rintro ⟨rfl, rfl⟩ x hx
    refine ⟨_, ((hasDerivAt_envelope _ x).smul_const (edgeSpinor t)).hasDerivWithinAt,
      (diracAction_eq_iff _ _ _ _ _).mpr ⟨?_, ?_⟩⟩
    · simp only [edgeState, Pi.smul_apply, smul_eq_mul, c0, c1]
      linear_combination envelope (edgeDecay k m t) x * (i2 - (edgeEnergy k m t + m) * S * I_sq)
    · simp only [edgeState, Pi.smul_apply, smul_eq_mul, c0, c1]
      linear_combination -I * envelope (edgeDecay k m t) x * i1
```

The component of exp(−qx)c along c is exp(−qx). It tends to zero for q > 0 and stays at least 1 on x ≥ 0 for q ≤ 0.

```lean
/-- The state `exp(-q x) c` tends to zero far from the wall exactly when `q > 0`. -/
theorem edgeState_decays_iff (q t : ℝ) :
    Tendsto (edgeState q t) atTop (𝓝 0) ↔ 0 < q := by
  obtain ⟨C, S, c0, c1, hN, -, -⟩ := edge_balance 0 0 t
  constructor
  · intro h
    by_contra hq
    have hg : Continuous (fun φ : Fin 2 → ℂ => (C * φ 0 - I * S * φ 1).re) :=
      continuous_re.comp (by fun_prop)
    -- without decay the amplitude never drops below its wall value
    have hle := ge_of_tendsto (b := (1 : ℝ)) ((hg.tendsto 0).comp h) (by
      filter_upwards [eventually_ge_atTop 0] with x hx
      show 1 ≤ (C * (envelope q x * edgeSpinor t 0)
        - I * S * (envelope q x * edgeSpinor t 1)).re
      rw [c0, c1, show C * (envelope q x * C) - I * S * (envelope q x * (I * S)) = envelope q x by
        linear_combination envelope q x * hN - envelope q x * S ^ 2 * I_sq]
      unfold envelope
      rw [ofReal_re]
      exact Real.one_le_exp (mul_nonneg (by linarith) hx))
    norm_num at hle
  · intro hq
    have hr : Tendsto (fun x : ℝ => Real.exp (-q * x)) atTop (𝓝 0) :=
      Real.tendsto_exp_atBot.comp (tendsto_id.const_mul_atTop_of_neg (neg_lt_zero.mpr hq))
    have hc : Continuous (fun r : ℝ => (r : ℂ) • edgeSpinor t) :=
      continuous_ofReal.smul continuous_const
    have z : ((0 : ℝ) : ℂ) • edgeSpinor t = 0 := by rw [ofReal_zero, zero_smul]
    rw [← z]
    exact (hc.tendsto 0).comp hr
```

## Existence of an edge state

The final theorem assumes no exponential form. It says that some ψ solves the equation on x ≥ 0, starts as a nonzero multiple of c and tends to zero (`Tendsto ψ atTop (𝓝 0)`) exactly when E = ε and k cos t < m sin t.

Given such a ψ, the Wronskian argument fixes E. Then ψ/A = exp(−κx)c on the half line, and its decay forces κ > 0, which is the inequality. Conversely, exp(−κx)c with A = 1 is the required state.

```lean
/-- A decaying solution whose wall value is a nonzero multiple of `(cos(t/2), i sin(t/2))` exists
exactly when `E = k sin t + m cos t` and `m sin t > k cos t`. -/
theorem edge_state_exists_iff (k m t : ℝ) (E : ℂ) :
    (∃ (ψ : ℝ → Fin 2 → ℂ) (A : ℂ), A ≠ 0 ∧ ψ 0 = A • edgeSpinor t ∧
      SolvesDirac k m E ψ ∧ Tendsto ψ atTop (𝓝 0)) ↔
    E = edgeEnergy k m t ∧ k * Real.cos t < m * Real.sin t := by
  constructor
  · rintro ⟨ψ, A, hA, hw, h, hlim⟩
    have hE := energy_of_decay h hA hw hlim
    subst hE
    have hs := hlim.const_smul A⁻¹
    rw [smul_zero] at hs
    have hd := (edgeState_decays_iff (edgeDecay k m t) t).mp (hs.congr' (by
      filter_upwards [eventually_ge_atTop 0] with x hx
      rw [eq_edgeState h hw hx, smul_smul, inv_mul_cancel₀ hA, one_smul]))
    exact ⟨rfl, sub_pos.mp hd⟩
  · rintro ⟨hE, hd⟩
    exact ⟨edgeState (edgeDecay k m t) t, 1, one_ne_zero, by simp [edgeState, envelope],
      (edgeState_solves_iff k m t _ E).mpr ⟨rfl, hE⟩,
      (edgeState_decays_iff _ t).mpr (sub_pos.mpr hd)⟩

end

end DiracHalfLineEdge
```

```lean
#print axioms DiracHalfLineEdge.edgeState_solves_iff
-- 'DiracHalfLineEdge.edgeState_solves_iff' depends on axioms: [propext, Classical.choice, Quot.sound]
#print axioms DiracHalfLineEdge.edge_state_exists_iff
-- 'DiracHalfLineEdge.edge_state_exists_iff' depends on axioms: [propext, Classical.choice, Quot.sound]
```
